# One DFP update with yᵀs < 0 gives a positive definite Hessian model exactly one negative eigenvalue

Let B be a real symmetric positive definite matrix, and let s and y be real vectors with yᵀs < 0. The DFP update of B, with ρ = 1/(yᵀs), is

C = (I − ρ y sᵀ) B (I − ρ s yᵀ) + ρ y yᵀ.

Then sᵀCs < 0, and every nonzero z orthogonal to y satisfies

zᵀCz = zᵀBz > 0 and sᵀCz = 0.

Counted with multiplicity, one eigenvalue of C is negative and all the others are strictly positive, so det C < 0.

In a geometry optimisation, B is the current model of the Hessian, s is the step taken, and y is the change of the gradient over that step. On a smooth energy surface, yᵀs is the average of sᵀHs along the straight line of the step, where H is the true Hessian, so yᵀs < 0 means that the average curvature met on the way was negative. For a single update of a positive definite model in finitely many coordinates, the result says what an optimiser gets if it applies the DFP update, unmodified, to the data of such a step: a model with the inertia of a first-order saddle, whose Newton step need not go downhill.

## Setting and notation

The coordinates are labelled by a finite type `n`, and vectors are functions `n → ℝ`. In the code, `⬝ᵥ` is the dot product, `*ᵥ` applies a matrix to a vector, and `vecMulVec a b` is the rank-one matrix a bᵀ.

```lean
import Mathlib

open Matrix

namespace DFPNegativeCurvature

noncomputable section

variable {n : Type*} [Fintype n] [DecidableEq n]
```

The update is written in its Hessian form; B is not an inverse Hessian. The vectors `s` and `y` are arbitrary, and no energy function stands behind them. The DFP update itself requires yᵀs ≠ 0; for yᵀs = 0 Lean takes the inverse of zero to be zero, and the definition below simply returns B.

```lean
/-- The DFP update of the Hessian model `B` for the step `s` and the gradient change `y`. -/
def dfp (B : Matrix n n ℝ) (s y : n → ℝ) : Matrix n n ℝ :=
  (1 - (y ⬝ᵥ s)⁻¹ • vecMulVec y s) * B * (1 - (y ⬝ᵥ s)⁻¹ • vecMulVec s y)
    + (y ⬝ᵥ s)⁻¹ • vecMulVec y y
```

The calculation is shorter with the oblique projection

Px = x − ρ (yᵀx) s,

which removes from x the multiple of s that carries its overlap with y. In the code Px is `deflect s y x`.

```lean
/-- The displacement `x` with a multiple of the step `s` removed, the multiple being
`(y ⬝ᵥ x) / (y ⬝ᵥ s)`. -/
def deflect (s y x : n → ℝ) : n → ℝ :=
  x - ((y ⬝ᵥ s)⁻¹ * (y ⬝ᵥ x)) • s
```

## (a) A rank-one matrix acting on a vector

**Task.** Show that (a bᵀ) x = (bᵀx) a.

**Solution.** Component i of the left side is

Σⱼ aᵢ bⱼ xⱼ = (Σⱼ bⱼ xⱼ) aᵢ,

which is component i of the right side.

```lean
omit [DecidableEq n] in
/-- A rank-one matrix `a bᵀ` sends `x` to `a` times the overlap of `b` with `x`. -/
lemma rankOne_mulVec (a b x : n → ℝ) : vecMulVec a b *ᵥ x = (b ⬝ᵥ x) • a := by
  ext i
  simp only [Matrix.mulVec, dotProduct, Matrix.vecMulVec_apply, Pi.smul_apply, smul_eq_mul,
    Finset.sum_mul]
  exact Finset.sum_congr rfl fun j _ => by ring
```

The proof is the same comparison of components, with `ring` reordering each term of the sum.

## (b) The curvature form of the update

**Task.** Show that for all x and z

xᵀCz = (Px)ᵀ B (Pz) + ρ (yᵀx)(yᵀz).

**Solution.** By (a), the right-hand factor of the update acts on z as

(I − ρ s yᵀ) z = z − ρ (yᵀz) s = Pz.

The left-hand factor acts on x once it is moved across the dot product. For any w,

xᵀ (I − ρ y sᵀ) w = xᵀw − ρ (xᵀy)(sᵀw) = (x − ρ (yᵀx) s)ᵀ w = (Px)ᵀw.

Setting w = B Pz gives the first term. The last term of the update contributes

ρ xᵀ y yᵀ z = ρ (yᵀx)(yᵀz).

```lean
/-- The DFP curvature form is the old curvature form between deflected displacements, plus a
rank-one term along the gradient change. -/
theorem dfp_form (B : Matrix n n ℝ) (s y x z : n → ℝ) :
    x ⬝ᵥ dfp B s y *ᵥ z =
      deflect s y x ⬝ᵥ B *ᵥ deflect s y z + (y ⬝ᵥ s)⁻¹ * (y ⬝ᵥ x) * (y ⬝ᵥ z) := by
  -- the right factor deflects `z`
  have hr : (1 - (y ⬝ᵥ s)⁻¹ • vecMulVec s y) *ᵥ z = deflect s y z := by
    rw [Matrix.sub_mulVec, Matrix.one_mulVec, Matrix.smul_mulVec, rankOne_mulVec, smul_smul,
      deflect]
  -- the left factor, moved across the dot product, deflects `x`
  have hl : ∀ w : n → ℝ,
      x ⬝ᵥ (1 - (y ⬝ᵥ s)⁻¹ • vecMulVec y s) *ᵥ w = deflect s y x ⬝ᵥ w := by
    intro w
    rw [Matrix.sub_mulVec, Matrix.one_mulVec, Matrix.smul_mulVec, rankOne_mulVec, deflect]
    simp only [dotProduct_sub, sub_dotProduct, dotProduct_smul, smul_dotProduct, smul_eq_mul]
    rw [dotProduct_comm x y]
    ring
  rw [dfp, Matrix.add_mulVec, dotProduct_add, ← Matrix.mulVec_mulVec, ← Matrix.mulVec_mulVec,
    hr, hl, Matrix.smul_mulVec, rankOne_mulVec]
  simp only [dotProduct_smul, smul_eq_mul]
  rw [dotProduct_comm x y]
  ring
```

The auxiliary facts `hr` and `hl` are the two factor calculations. The rest splits the matrix product into successive applications and inserts them. The identity is pure algebra and needs neither symmetry of B nor a sign for yᵀs.

## (c) Symmetry

**Task.** Show that C is symmetric whenever B is.

**Solution.** Transposition reverses products and turns y sᵀ into s yᵀ. Hence

[(I − ρ y sᵀ) B (I − ρ s yᵀ)]ᵀ = (I − ρ y sᵀ) Bᵀ (I − ρ s yᵀ),

which is the original product because Bᵀ = B. The term ρ y yᵀ is its own transpose.

```lean
/-- The DFP update of a symmetric Hessian model is symmetric. -/
theorem dfp_isHermitian {B : Matrix n n ℝ} (hB : B.IsHermitian) (s y : n → ℝ) :
    (dfp B s y).IsHermitian := by
  have ht : ∀ a b : n → ℝ, (vecMulVec a b)ᴴ = vecMulVec b a := by
    intro a b
    ext i j
    simp [Matrix.vecMulVec_apply, mul_comm]
  unfold Matrix.IsHermitian dfp
  simp only [Matrix.conjTranspose_add, Matrix.conjTranspose_mul, Matrix.conjTranspose_sub,
    Matrix.conjTranspose_one, Matrix.conjTranspose_smul, star_trivial, ht, hB.eq,
    Matrix.mul_assoc]
```

For real matrices `IsHermitian` means symmetric. This theorem is also what gives access to the real eigenvalues of C in the later parts.

## (d) Curvature along s and across y

**Task.** Let B be positive definite and yᵀs < 0. Show that sᵀCs < 0, and that every nonzero z with yᵀz = 0 satisfies zᵀCz = zᵀBz > 0 and sᵀCz = 0.

**Solution.** The projection annihilates the step:

Ps = s − ρ (yᵀs) s = s − s = 0.

With x = z = s, the identity in (b) becomes

sᵀCs = 0 + ρ (yᵀs)² = yᵀs < 0.

If yᵀz = 0, then Pz = z, and (b) gives

zᵀCz = zᵀBz + 0,

which is positive because B is positive definite and z ≠ 0. For the mixed term, Ps = 0 and yᵀz = 0 remove both contributions, so sᵀCz = 0.

```lean
/-- If `B` is positive definite and `y ⬝ᵥ s < 0`, the DFP update has negative curvature along
`s`; on every nonzero `z` orthogonal to `y` it keeps the positive curvature of `B`, and it does
not couple `s` to `z`. -/
theorem dfp_curvature {B : Matrix n n ℝ} (hB : B.PosDef) {s y : n → ℝ} (h : y ⬝ᵥ s < 0) :
    s ⬝ᵥ dfp B s y *ᵥ s < 0 ∧
      ∀ z : n → ℝ, z ≠ 0 → y ⬝ᵥ z = 0 →
        z ⬝ᵥ dfp B s y *ᵥ z = z ⬝ᵥ B *ᵥ z ∧ 0 < z ⬝ᵥ B *ᵥ z ∧ s ⬝ᵥ dfp B s y *ᵥ z = 0 := by
  -- deflection annihilates the step
  have hs : deflect s y s = 0 := by
    rw [deflect, inv_mul_cancel₀ h.ne, one_smul, sub_self]
  refine ⟨?_, fun z hz hyz => ?_⟩
  · rw [dfp_form, hs, zero_dotProduct, inv_mul_cancel₀ h.ne, one_mul, zero_add]
    exact h
  · -- deflection leaves `z` unchanged
    have hd : deflect s y z = z := by
      rw [deflect, hyz, mul_zero, zero_smul, sub_zero]
    refine ⟨?_, ?_, ?_⟩
    · rw [dfp_form, hd, hyz, mul_zero, add_zero]
    · have hp := hB.dotProduct_mulVec_pos hz
      rwa [star_trivial] at hp
    · rw [dfp_form, hs, zero_dotProduct, hyz, mul_zero, add_zero]
```

The hypothesis `hB : B.PosDef` contains both symmetry and positivity, and `h : y ⬝ᵥ s < 0` is the negative-curvature condition. The facts `hs` and `hd` are Ps = 0 and Pz = z; each claim then follows by rewriting with `dfp_form`. In one dimension no nonzero z is orthogonal to y, and the statement about z is empty.

**A numerical instance.** Take B = I in two dimensions, s = (1, 0) and y = (−1, 1). Then yᵀs = −1 and ρ = −1. Listing matrices by rows,

I − ρ y sᵀ = [0, 0; 1, 1]

I − ρ s yᵀ = [0, 1; 0, 1]

C = [0, 0; 0, 2] − [1, −1; −1, 1] = [−1, 1; 1, 1].

Along the step, sᵀCs = −1 = yᵀs. The vector z = (1, 1) is orthogonal to y, and Cz = (0, 2), so zᵀCz = 2 = zᵀz and sᵀCz = 0. The eigenvalues are −√2 and √2, and det C = −2. The step is not the negative mode itself: Cs = (−1, 1) is not a multiple of s. The relation sᵀCz = 0 says that C does not couple s to z, although here sᵀz = 1.

## (e) From curvatures to eigenvalues

**Task.** Let C be any real symmetric matrix. Suppose sᵀCs < 0 for some s, and zᵀCz > 0 for every nonzero z orthogonal to some y. Show that one eigenvalue of C is negative and all the others are positive.

**Solution.** Let uₖ be an orthonormal eigenbasis with eigenvalues λₖ. Then

sᵀCs = Σₖ λₖ (uₖᵀs)².

If no λₖ were negative, the sum would be nonnegative, contrary to assumption. So λᵢ < 0 for some i.

Suppose that some other index j ≠ i had λⱼ ≤ 0. Write u = uᵢ and v = uⱼ, and look for real numbers a and b, not both zero, such that w = a u + b v is orthogonal to y:

a (yᵀu) + b (yᵀv) = 0.

If yᵀu = 0, take a = 1 and b = 0. Otherwise take a = yᵀv and b = −yᵀu. Since u and v are orthonormal,

wᵀw = a² + b² > 0,

so w is nonzero. Its curvature is

wᵀCw = λᵢ a² + λⱼ b² ≤ 0.

But w is a nonzero vector orthogonal to y, so wᵀCw > 0. This contradiction shows that λⱼ > 0 for every j ≠ i.

```lean
/-- A symmetric matrix with negative curvature along some `s` and positive curvature on all
nonzero vectors orthogonal to some `y` has one negative eigenvalue, and all others are positive. -/
theorem one_negative_eigenvalue {C : Matrix n n ℝ} (hC : C.IsHermitian) {s y : n → ℝ}
    (hs : s ⬝ᵥ C *ᵥ s < 0) (hpos : ∀ z : n → ℝ, z ≠ 0 → y ⬝ᵥ z = 0 → 0 < z ⬝ᵥ C *ᵥ z) :
    ∃ i, hC.eigenvalues i < 0 ∧ ∀ j, j ≠ i → 0 < hC.eigenvalues j := by
  -- without a negative eigenvalue, `C` would be positive semidefinite
  have hex : ∃ i, hC.eigenvalues i < 0 := by
    by_contra hno
    have hnn : ∀ i, 0 ≤ hC.eigenvalues i := fun i => not_lt.mp fun hi => hno ⟨i, hi⟩
    have hp := (hC.posSemidef_iff_eigenvalues_nonneg.mpr hnn).dotProduct_mulVec_nonneg s
    rw [star_trivial] at hp
    linarith
  obtain ⟨i, hi⟩ := hex
  refine ⟨i, hi, fun j hji => ?_⟩
  by_contra hj
  have hj' : hC.eigenvalues j ≤ 0 := not_lt.mp hj
  have horth : ∀ a b, (hC.eigenvectorBasis a).ofLp ⬝ᵥ (hC.eigenvectorBasis b).ofLp
      = if a = b then (1 : ℝ) else 0 := by
    intro a b
    have hab := orthonormal_iff_ite.mp hC.eigenvectorBasis.orthonormal a b
    rw [EuclideanSpace.inner_eq_star_dotProduct, star_trivial] at hab
    rw [dotProduct_comm]
    exact hab
  obtain ⟨u, v, hu, hv, huu, hvv, huv⟩ : ∃ u v : n → ℝ,
      C *ᵥ u = hC.eigenvalues i • u ∧ C *ᵥ v = hC.eigenvalues j • v ∧
        u ⬝ᵥ u = 1 ∧ v ⬝ᵥ v = 1 ∧ u ⬝ᵥ v = 0 :=
    ⟨(hC.eigenvectorBasis i).ofLp, (hC.eigenvectorBasis j).ofLp,
      hC.mulVec_eigenvectorBasis i, hC.mulVec_eigenvectorBasis j,
      (horth i i).trans (if_pos rfl), (horth j j).trans (if_pos rfl),
      (horth i j).trans (if_neg hji.symm)⟩
  have hvu : v ⬝ᵥ u = 0 := by rw [dotProduct_comm, huv]
  -- some nonzero combination of the two modes is orthogonal to `y`
  obtain ⟨a, b, hab, hpos'⟩ : ∃ a b : ℝ,
      a * (y ⬝ᵥ u) + b * (y ⬝ᵥ v) = 0 ∧ 0 < a ^ 2 + b ^ 2 := by
    by_cases h0 : y ⬝ᵥ u = 0
    · exact ⟨1, 0, by rw [h0]; ring, by norm_num⟩
    · refine ⟨y ⬝ᵥ v, -(y ⬝ᵥ u), by ring, ?_⟩
      have h1 := mul_self_pos.mpr h0
      nlinarith [sq_nonneg (y ⬝ᵥ v)]
  have hww : (a • u + b • v) ⬝ᵥ (a • u + b • v) = a ^ 2 + b ^ 2 := by
    simp only [add_dotProduct, dotProduct_add, smul_dotProduct, dotProduct_smul, smul_eq_mul,
      huu, hvv, huv, hvu]
    ring
  have hwC : (a • u + b • v) ⬝ᵥ C *ᵥ (a • u + b • v)
      = hC.eigenvalues i * a ^ 2 + hC.eigenvalues j * b ^ 2 := by
    simp only [Matrix.mulVec_add, Matrix.mulVec_smul, hu, hv, add_dotProduct, dotProduct_add,
      smul_dotProduct, dotProduct_smul, smul_eq_mul, huu, hvv, huv, hvu]
    ring
  have hw0 : a • u + b • v ≠ 0 := by
    intro h0
    rw [h0, zero_dotProduct] at hww
    linarith
  have hyw : y ⬝ᵥ (a • u + b • v) = 0 := by
    simp only [dotProduct_add, dotProduct_smul, smul_eq_mul]
    exact hab
  -- its curvature would be both positive and nonpositive
  have hcurv := hpos _ hw0 hyw
  rw [hwC] at hcurv
  have h1 := mul_nonneg (neg_nonneg.mpr hi.le) (sq_nonneg a)
  have h2 := mul_nonneg (neg_nonneg.mpr hj') (sq_nonneg b)
  linarith
```

The function `hC.eigenvalues` lists the eigenvalues with one entry per coordinate label, so a repeated eigenvalue appears repeatedly. The condition `j ≠ i` therefore excludes a single mode, not every mode with the same value. The existence step `hex` uses the equivalence between nonnegative eigenvalues and positive semidefiniteness in place of the explicit sum. After that, `horth` supplies orthonormality, `hww` and `hwC` are the squared norm and the curvature of w, and `hyw` is its orthogonality to y. The closing `linarith` combines the two signs into the contradiction.

## (f) Exactly one negative mode

**Task.** Conclude that for positive definite B and yᵀs < 0 the update C has one negative eigenvalue and otherwise only positive ones.

**Solution.** C is symmetric by (c). Part (d) gives sᵀCs < 0 and, for nonzero z orthogonal to y, zᵀCz = zᵀBz > 0. These are the assumptions of (e).

```lean
/-- If `B` is positive definite and `y ⬝ᵥ s < 0`, the DFP update has one negative eigenvalue,
and all its other eigenvalues are positive. -/
theorem dfp_exactly_one_negative_mode {B : Matrix n n ℝ} (hB : B.PosDef) {s y : n → ℝ}
    (h : y ⬝ᵥ s < 0) :
    ∃ i, (dfp_isHermitian hB.isHermitian s y).eigenvalues i < 0 ∧
      ∀ j, j ≠ i → 0 < (dfp_isHermitian hB.isHermitian s y).eigenvalues j := by
  obtain ⟨hs, hz⟩ := dfp_curvature hB h
  refine one_negative_eigenvalue _ hs (y := y) fun z hz0 hyz => ?_
  rw [(hz z hz0 hyz).1]
  exact (hz z hz0 hyz).2.1
```

The conclusion names an index `i` with a negative eigenvalue and makes the eigenvalue at every other index strictly positive, so zero modes are excluded as well. It concerns the model C. It does not say how many negative eigenvalues the true Hessian has at the new geometry, nor how closely the negative mode of C follows a reaction path.

**Another way to state it.** The count could have been expressed through the quadratic form alone: there is a line on which C is negative definite, and no two-dimensional subspace on which it is. That version does not refer to an orthonormal eigenbasis, and it is visibly unchanged by an invertible linear change of coordinates such as mass-weighting, under which the eigenvalues themselves change but their signs do not. The price is that strict positivity of the remaining modes would need a separate clause, since the absence of a negative plane still allows zero modes. The spectral version matches what a program reports after diagonalising its model Hessian.

## (g) The determinant

**Task.** Show that det C < 0 under the same assumptions.

**Solution.** The determinant of a symmetric matrix is the product of its eigenvalues. Separating the negative one,

det C = λᵢ · Πⱼ≠ᵢ λⱼ.

The first factor is negative and the remaining product is positive. In one dimension that product is empty and equals 1, and the conclusion still holds.

```lean
/-- If `B` is positive definite and `y ⬝ᵥ s < 0`, the DFP update has negative determinant. -/
theorem dfp_det_neg {B : Matrix n n ℝ} (hB : B.PosDef) {s y : n → ℝ} (h : y ⬝ᵥ s < 0) :
    (dfp B s y).det < 0 := by
  obtain ⟨i, hi, hj⟩ := dfp_exactly_one_negative_mode hB h
  have hdet : (dfp B s y).det
      = ∏ k, (dfp_isHermitian hB.isHermitian s y).eigenvalues k := by
    simpa using (dfp_isHermitian hB.isHermitian s y).det_eq_prod_eigenvalues
  -- the product has a single negative factor
  rw [hdet, ← Finset.mul_prod_erase Finset.univ _ (Finset.mem_univ i)]
  exact mul_neg_of_neg_of_pos hi
    (Finset.prod_pos fun k hk => hj k (Finset.ne_of_mem_erase hk))

end

end DFPNegativeCurvature
```

The step `Finset.mul_prod_erase` takes the factor at `i` out of the product, and `Finset.prod_pos` shows that what remains is positive. In particular C is invertible, so the Newton equation for the updated model has a unique solution even though the model is not positive definite.

```lean
#print axioms DFPNegativeCurvature.dfp_exactly_one_negative_mode
-- 'DFPNegativeCurvature.dfp_exactly_one_negative_mode' depends on axioms: [propext, Classical.choice, Quot.sound]
#print axioms DFPNegativeCurvature.dfp_det_neg
-- 'DFPNegativeCurvature.dfp_det_neg' depends on axioms: [propext, Classical.choice, Quot.sound]
```
